# Equal value, slope and norm at the augmentation radius do not fix the charge distribution inside

## A wrong energy from a correct norm

Suppose the charge density of a pseudo wave replaces the all-electron density inside an augmentation sphere, on the grounds that the two waves hold the same norm there. The energy of the electric field that this charge produces inside the sphere can then come out wrong by a large factor. In the example below, two waves agree in value, slope and norm at the sphere radius, yet the field energy of the pseudo charge inside the sphere is more than three times that of the all-electron charge.

Take an $s$ state with real radial wave $u(r)$, the radius times the radial function. The charge within radius $r$, in units of the electron charge, is
$$Q(r)=\int_0^r u(s)^2\,ds .$$
By Gauss's law the field of this charge alone, without the nucleus, has magnitude $Q(r)/r^2$ in Gaussian units with the electron charge set to 1, so the field energy in a sphere of radius $R$ is $\tfrac12\int_0^R Q(r)^2/r^2\,dr$. Outside the sphere only the total enclosed charge matters; inside, the energy depends on how the charge is spread.

For a pseudo wave $\tilde u$ with enclosed charge $\tilde Q$, the norm deficit is $q=Q(R)-\tilde Q(R)$. Texts on the projector augmented-wave (PAW) method usually have a matrix $q_{ij}$ over partial waves; here $q$ is a single diagonal element.

## Two waves on the unit sphere

Let $R=1$, $u(r)=r$ and $\tilde u(r)=r-7r(1-r)^2$. The main theorem, `norm_conservation_does_not_fix_charge`, states that

- both waves have value 1 and slope 1 at $r=1$;
- both have squared norm $1/3$ in the sphere, so $q=0$;
- their second moments $\int_0^1 r^2u^2\,dr$ differ, and so do their Coulomb integrals $\int_0^1 Q^2/r^2\,dr$.

Two further theorems give the values. The last two columns refer to waves scaled to unit norm in the sphere.

| | $u$ | $\tilde u$ | $u$, scaled | $\tilde u$, scaled |
|---|---|---|---|---|
| second moment | $1/5$ | $13/90$ | $3/5$ | $13/30$ |
| Coulomb integral | $1/45$ | $478/6435$ | $1/5$ | $478/715$ |

In Lean, a wave is a function `ℝ → ℝ`. The definitions `enclosedCharge`, `normDeficit`, `secondMoment` and `coulombIntegral` are the integrals above. The last is twice the field energy inside the sphere, not the full two-electron integral over all space. The waves are `allElectron` and `pseudo 7`, where `pseudo c` is $r-c\,r(1-r)^2$. In `HasDerivAt (pseudo 7) 1 1` the first 1 is the slope and the second is the point.

The name `allElectron` is only a label, since no atomic Schrödinger equation is imposed on either wave. The usual roles are even reversed: $\tilde u$ has a node at $r=1-1/\sqrt7$, while $u$ has none. The step left to the reader is to join both inner waves to one common, decaying tail beyond $r=1$. Matching value and slope makes that join continuously differentiable if the tail also starts with value 1 and slope 1.

For this single channel with polynomial waves, the example shows one contribution that the one-centre terms of PAW supply even when $q=0$: the difference in the field energy of the electron charge inside the sphere.

## What norm conservation does secure

Let $u$ and $v$ be continuous waves that agree from $R$ outwards. For $r\ge R$, split each enclosed charge at $R$:
$$Q_u(r)-Q_v(r)=\Big[Q_u(R)-Q_v(R)\Big]+\int_R^r\big(u^2-v^2\big)\,ds = q .$$
The last integral vanishes because the waves coincide in the shell. With $q=0$ the enclosed charges, and hence the fields, agree everywhere outside.

## Why the coefficient is 7

Subtract $c\,g$ from $u$, with $g$ continuous and $c$ a real number. Expanding the square gives
$$q=\int_0^R\big[u^2-(u-cg)^2\big]dr=c\left(2\int_0^R ug\,dr-c\int_0^R g^2\,dr\right).$$
So $q=0$ exactly when $c=0$ or $c\int_0^R g^2\,dr=2\int_0^R ug\,dr$.

Choose $g(r)=r(1-r)^2$. It has a double zero at $r=1$, so it changes neither the value nor the slope there, whatever $c$ is. The two integrals are
$$\int_0^1 g^2\,dr=\int_0^1(r^2-4r^3+6r^4-4r^5+r^6)\,dr=\tfrac13-1+\tfrac65-\tfrac23+\tfrac17=\tfrac1{105},$$
$$\int_0^1 ug\,dr=\int_0^1(r^2-2r^3+r^4)\,dr=\tfrac13-\tfrac12+\tfrac15=\tfrac1{30}.$$
The second condition reads $c/105=1/15$, which gives $c=7$.

**The limit $c\to0$.** With these integrals $q=c(7-c)/105$. At $c=0$ the waves coincide and every difference vanishes. For small non-zero $c$ the pseudo wave is close to $u$, but $q\approx c/15$ is not zero. The second norm-conserving member of the family is therefore well separated from the trivial one.

## The charge, its second moment and its field

Expanding the pseudo wave gives $\tilde u=-6r+14r^2-7r^3$, and hence
$$\tilde u^2=36r^2-168r^3+280r^4-196r^5+49r^6 .$$
Integrating from zero,
$$Q(r)=\frac{r^3}{3},\qquad \tilde Q(r)=12r^3-42r^4+56r^5-\tfrac{98}{3}r^6+7r^7 .$$
Both equal $1/3$ at $r=1$. The second moments are
$$\int_0^1 r^4\,dr=\tfrac15,\qquad \tfrac{36}{5}-28+40-\tfrac{49}{2}+\tfrac{49}{9}=\tfrac{13}{90}.$$
The pseudo charge sits closer to the centre in the mean-square sense.

For the Coulomb integrals, $Q^2/r^2=r^4/9$ integrates to $1/45$. For the pseudo wave,
$$\frac{\tilde Q^2}{r^2}=r^4\left(12-42r+56r^2-\tfrac{98}{3}r^3+7r^4\right)^2 .$$
The square expands to
$$144-1008r+3108r^2-5488r^3+6048r^4-\tfrac{12740}{3}r^5+\tfrac{16660}{9}r^6-\tfrac{1372}{3}r^7+49r^8 .$$
Multiplying by $r^4$ and integrating over $[0,1]$ gives
$$\tfrac{144}{5}-168+444-686+672-\tfrac{1274}{3}+\tfrac{16660}{99}-\tfrac{343}{9}+\tfrac{49}{13}=\tfrac{478}{6435}.$$
The ratio to $1/45$ is $478/143\approx3.34$. This factor belongs to the field inside the sphere. The full Coulomb self-energy of the charge in the sphere also counts the field that this charge produces outside, which adds $\int_1^\infty \tfrac19\,r^{-2}\,dr=\tfrac19$ to both integrals. The ratio then falls to about $1.39$, while the difference between the two energies stays the same.

## The complete Lean source

```lean
import Mathlib

open MeasureTheory

namespace PAWNormConservation

noncomputable section

/-- The charge `Q(r) = ∫₀ʳ u²` that a radial wave `u` (radius times radial function)
encloses within radius `r`. -/
def enclosedCharge (u : ℝ → ℝ) (r : ℝ) : ℝ := ∫ s in (0 : ℝ)..r, u s ^ 2

/-- The norm deficit `q` of a pseudo wave `v` relative to an all-electron wave `u` in the
augmentation sphere of radius `R`. -/
def normDeficit (u v : ℝ → ℝ) (R : ℝ) : ℝ := enclosedCharge u R - enclosedCharge v R

/-- The second radial moment `∫₀ᴿ r² u²` of the charge in the sphere of radius `R`. -/
def secondMoment (u : ℝ → ℝ) (R : ℝ) : ℝ := ∫ r in (0 : ℝ)..R, r ^ 2 * u r ^ 2

/-- The Coulomb integral `∫₀ᴿ Q(r)² / r²` over the sphere of radius `R`; the integrand is
meant for `r > 0`, and the single point `r = 0` does not contribute. -/
def coulombIntegral (u : ℝ → ℝ) (R : ℝ) : ℝ :=
  ∫ r in (0 : ℝ)..R, enclosedCharge u r ^ 2 / r ^ 2

/-- The all-electron wave `u(r) = r`. -/
def allElectron (r : ℝ) : ℝ := r

/-- The family of pseudo waves `r - c r (1 - r)²`. -/
def pseudo (c r : ℝ) : ℝ := r - c * (r * (1 - r) ^ 2)

/-- If two continuous waves agree from radius `R` outwards, their enclosed charges at every
`r ≥ R` differ by the norm deficit of the sphere. -/
theorem enclosedCharge_sub_outside {u v : ℝ → ℝ} (hu : Continuous u) (hv : Continuous v)
    {R r : ℝ} (hr : R ≤ r) (h : ∀ s, R ≤ s → u s = v s) :
    enclosedCharge u r - enclosedCharge v r = normDeficit u v R := by
  have a := intervalIntegral.integral_add_adjacent_intervals (μ := volume)
    ((hu.pow 2).intervalIntegrable 0 R) ((hu.pow 2).intervalIntegrable R r)
  have b := intervalIntegral.integral_add_adjacent_intervals (μ := volume)
    ((hv.pow 2).intervalIntegrable 0 R) ((hv.pow 2).intervalIntegrable R r)
  -- the shell between `R` and `r` holds the same charge for both waves
  have e : ∫ s in R..r, u s ^ 2 = ∫ s in R..r, v s ^ 2 := by
    apply intervalIntegral.integral_congr
    intro s hs
    rw [Set.uIcc_of_le hr] at hs
    simp only [h s hs.1]
  simp only [normDeficit, enclosedCharge, Pi.pow_apply] at *
  linarith

/-- Subtracting `c g` from a continuous wave `u`, with `g` continuous, conserves the norm (taken as
`∫₀ᴿ u²`) exactly when `c = 0` or `c ∫₀ᴿ g² = 2 ∫₀ᴿ u g`. -/
theorem normDeficit_eq_zero_iff {u g : ℝ → ℝ} (hu : Continuous u) (hg : Continuous g)
    (c R : ℝ) :
    normDeficit u (fun s => u s - c * g s) R = 0 ↔
      c = 0 ∨ c * (∫ s in (0 : ℝ)..R, g s ^ 2) = 2 * ∫ s in (0 : ℝ)..R, u s * g s := by
  have h1 : IntervalIntegrable (fun s => u s ^ 2) volume 0 R :=
    Continuous.intervalIntegrable (by fun_prop) _ _
  have h2 : IntervalIntegrable (fun s => 2 * c * (u s * g s)) volume 0 R :=
    Continuous.intervalIntegrable (by fun_prop) _ _
  have h3 : IntervalIntegrable (fun s => c ^ 2 * g s ^ 2) volume 0 R :=
    Continuous.intervalIntegrable (by fun_prop) _ _
  have e : ∀ s, (u s - c * g s) ^ 2 =
      u s ^ 2 - 2 * c * (u s * g s) + c ^ 2 * g s ^ 2 := fun s => by ring
  -- the deficit is a quadratic in `c` without constant term
  have key : normDeficit u (fun s => u s - c * g s) R =
      c * (2 * (∫ s in (0 : ℝ)..R, u s * g s) - c * ∫ s in (0 : ℝ)..R, g s ^ 2) := by
    unfold normDeficit enclosedCharge
    simp_rw [e]
    rw [intervalIntegral.integral_add (h1.sub h2) h3, intervalIntegral.integral_sub h1 h2,
      intervalIntegral.integral_const_mul, intervalIntegral.integral_const_mul]
    ring
  rw [key, mul_eq_zero, sub_eq_zero]
  exact or_congr Iff.rfl eq_comm

/-- Integration of a polynomial in the radius, term by term. -/
theorem integral_poly {n : ℕ} (k : ℕ) (a : Fin n → ℝ) (x : ℝ) :
    ∫ s in (0 : ℝ)..x, ∑ i, a i * s ^ (k + (i : ℕ)) =
      ∑ i, a i * x ^ (k + (i : ℕ) + 1) / ((k + (i : ℕ) + 1 : ℕ) : ℝ) := by
  have hd : ∀ s : ℝ, HasDerivAt
      (fun t : ℝ => ∑ i, a i * t ^ (k + (i : ℕ) + 1) / ((k + (i : ℕ) + 1 : ℕ) : ℝ))
      (∑ i, a i * s ^ (k + (i : ℕ))) s := by
    intro s
    apply HasDerivAt.fun_sum
    intro i _
    have hne : ((k + (i : ℕ) + 1 : ℕ) : ℝ) ≠ 0 := Nat.cast_ne_zero.mpr (Nat.succ_ne_zero _)
    refine (((hasDerivAt_pow (k + (i : ℕ) + 1) s).const_mul (a i)).div_const
      ((k + (i : ℕ) + 1 : ℕ) : ℝ)).congr_deriv ?_
    rw [Nat.add_sub_cancel, div_eq_iff hne]
    ring
  rw [intervalIntegral.integral_eq_sub_of_hasDerivAt (fun s _ => hd s)
    (Continuous.intervalIntegrable (by fun_prop) _ _)]
  simp

/-- Every member of the pseudo family has the value and the slope of the all-electron wave
at the sphere radius 1. -/
theorem pseudo_matches (c : ℝ) :
    pseudo c 1 = allElectron 1 ∧ HasDerivAt allElectron 1 1 ∧ HasDerivAt (pseudo c) 1 1 := by
  refine ⟨by simp [pseudo, allElectron], hasDerivAt_id' 1, ?_⟩
  have h := (hasDerivAt_id' (1 : ℝ)).fun_sub (((hasDerivAt_id' (1 : ℝ)).fun_mul
    (((hasDerivAt_id' (1 : ℝ)).const_sub 1).fun_pow 2)).const_mul c)
  exact h.congr_deriv (by norm_num)

/-- Within the pseudo family the norm in the unit sphere is conserved only for `c = 0` and
`c = 7`. -/
theorem pseudo_normConserving_iff (c : ℝ) :
    normDeficit allElectron (pseudo c) 1 = 0 ↔ c = 0 ∨ c = 7 := by
  have hg : ∫ s in (0 : ℝ)..1, (s * (1 - s) ^ 2) ^ 2 = 1 / 105 := by
    refine (intervalIntegral.integral_congr fun s _ => ?_).trans
      ((integral_poly 2 ![1, -4, 6, -4, 1] 1).trans ?_)
    · simp [Fin.sum_univ_succ]
      ring
    · norm_num [Fin.sum_univ_succ]
  have hug : ∫ s in (0 : ℝ)..1, s * (s * (1 - s) ^ 2) = 1 / 30 := by
    refine (intervalIntegral.integral_congr fun s _ => ?_).trans
      ((integral_poly 2 ![1, -2, 1] 1).trans ?_)
    · simp [Fin.sum_univ_succ]
      ring
    · norm_num [Fin.sum_univ_succ]
  have h := normDeficit_eq_zero_iff (u := fun s => s) (g := fun s => s * (1 - s) ^ 2)
    (by fun_prop) (by fun_prop) c 1
  rw [hg, hug] at h
  refine h.trans (or_congr Iff.rfl ⟨fun h => by linarith, fun h => by linarith⟩)

/-- The enclosed charges of the all-electron wave and of the pseudo wave with `c = 7`, in
closed form at every radius. -/
theorem enclosedCharge_formulas (r : ℝ) :
    enclosedCharge allElectron r = r ^ 3 / 3 ∧
    enclosedCharge (pseudo 7) r =
      12 * r ^ 3 - 42 * r ^ 4 + 56 * r ^ 5 - 98 / 3 * r ^ 6 + 7 * r ^ 7 := by
  constructor
  · refine (intervalIntegral.integral_congr fun s _ => ?_).trans
      ((integral_poly 2 ![1] r).trans ?_)
    · simp [allElectron]
    · norm_num
  · refine (intervalIntegral.integral_congr fun s _ => ?_).trans
      ((integral_poly 2 ![36, -168, 280, -196, 49] r).trans ?_)
    · simp [pseudo, Fin.sum_univ_succ]
      ring
    · norm_num [Fin.sum_univ_succ]
      ring

/-- The second moments in the unit sphere are `1/5` for the all-electron wave and `13/90` for
the pseudo wave with `c = 7`. -/
theorem secondMoment_values :
    secondMoment allElectron 1 = 1 / 5 ∧ secondMoment (pseudo 7) 1 = 13 / 90 := by
  constructor
  · refine (intervalIntegral.integral_congr fun s _ => ?_).trans
      ((integral_poly 4 ![1] 1).trans ?_)
    · simp [allElectron]
      ring
    · norm_num
  · refine (intervalIntegral.integral_congr fun s _ => ?_).trans
      ((integral_poly 4 ![36, -168, 280, -196, 49] 1).trans ?_)
    · simp only [pseudo]
      simp [Fin.sum_univ_succ]
      ring
    · norm_num [Fin.sum_univ_succ]

/-- The Coulomb integrals over the unit sphere are `1/45` for the all-electron wave and
`478/6435` for the pseudo wave with `c = 7`. -/
theorem coulombIntegral_values :
    coulombIntegral allElectron 1 = 1 / 45 ∧ coulombIntegral (pseudo 7) 1 = 478 / 6435 := by
  -- both integrands are polynomials, also at the origin
  have e1 : ∀ s, enclosedCharge allElectron s ^ 2 / s ^ 2 = 1 / 9 * s ^ 4 := by
    intro s
    rw [(enclosedCharge_formulas s).1]
    rcases eq_or_ne s 0 with rfl | hs
    · simp
    · rw [div_eq_iff (pow_ne_zero 2 hs)]
      ring
  have e2 : ∀ s, enclosedCharge (pseudo 7) s ^ 2 / s ^ 2 =
      s ^ 4 * (12 - 42 * s + 56 * s ^ 2 - 98 / 3 * s ^ 3 + 7 * s ^ 4) ^ 2 := by
    intro s
    rw [(enclosedCharge_formulas s).2]
    rcases eq_or_ne s 0 with rfl | hs
    · simp
    · rw [div_eq_iff (pow_ne_zero 2 hs)]
      ring
  unfold coulombIntegral
  simp_rw [e1, e2]
  constructor
  · rw [intervalIntegral.integral_const_mul, integral_pow]
    norm_num
  · refine (intervalIntegral.integral_congr fun s _ => ?_).trans
      ((integral_poly 4 ![144, -1008, 3108, -5488, 6048, -12740 / 3, 16660 / 9,
        -1372 / 3, 49] 1).trans ?_)
    · simp [Fin.sum_univ_succ]
      ring
    · norm_num [Fin.sum_univ_succ]

/-- The waves `r` and `r - 7 r (1 - r)²` share value, slope and squared norm `1/3` at radius 1,
so the norm deficit vanishes, yet their second moments and Coulomb integrals differ. -/
theorem norm_conservation_does_not_fix_charge :
    (pseudo 7 1 = allElectron 1 ∧ HasDerivAt allElectron 1 1 ∧ HasDerivAt (pseudo 7) 1 1) ∧
    (enclosedCharge allElectron 1 = 1 / 3 ∧ enclosedCharge (pseudo 7) 1 = 1 / 3) ∧
    normDeficit allElectron (pseudo 7) 1 = 0 ∧
    secondMoment allElectron 1 ≠ secondMoment (pseudo 7) 1 ∧
    coulombIntegral allElectron 1 ≠ coulombIntegral (pseudo 7) 1 := by
  refine ⟨pseudo_matches 7, ⟨?_, ?_⟩, (pseudo_normConserving_iff 7).mpr (Or.inr rfl), ?_, ?_⟩
  · rw [(enclosedCharge_formulas 1).1]
    norm_num
  · rw [(enclosedCharge_formulas 1).2]
    norm_num
  · rw [secondMoment_values.1, secondMoment_values.2]
    norm_num
  · rw [coulombIntegral_values.1, coulombIntegral_values.2]
    norm_num

end

end PAWNormConservation
```

```lean
#print axioms PAWNormConservation.enclosedCharge_sub_outside
#print axioms PAWNormConservation.norm_conservation_does_not_fix_charge
```

```
'PAWNormConservation.enclosedCharge_sub_outside' depends on axioms: [propext, Classical.choice, Quot.sound]
'PAWNormConservation.norm_conservation_does_not_fix_charge' depends on axioms: [propext, Classical.choice, Quot.sound]
```

## From the integrals to the Lean proof

`enclosedCharge_sub_outside` splits both charges at $R$ with `integral_add_adjacent_intervals`. The shell integrals are equal by `integral_congr`, which only needs the integrands to agree on the interval, and `linarith` combines the three equations.

`normDeficit_eq_zero_iff` is the quadratic argument for a general $g$. Continuity supplies the integrability needed to separate the three terms of the expanded square. The intermediate result `key` is the factored form of $q$, and `mul_eq_zero` turns it into the two alternatives.

`integral_poly` does the term-by-term integration. It treats a sum of terms $a_i s^{k+i}$, with $i$ running from $0$ to $n-1$, by exhibiting the antiderivative and applying the fundamental theorem of calculus. The later proofs pass the coefficients as a list: `![36, -168, 280, -196, 49]` with `k = 2` is $\tilde u^2$, and the same list with `k = 4` is $r^2\tilde u^2$. Then `simp`, followed by `ring` where needed, confirms that the integrand equals the listed polynomial, and `norm_num` evaluates the resulting fractions, with a final `ring` for the closed form of $\tilde Q(r)$.

`pseudo_matches` differentiates the pseudo wave by the product and power rules and holds for every $c$. `pseudo_normConserving_iff` inserts $1/105$ and $1/30$ into the general criterion and solves the linear equation for $c$.

`enclosedCharge_formulas` proves the closed forms at every real $r$, because the Coulomb integrand needs the charge as a function and not only at the boundary. In `coulombIntegral_values`, the equations `e1` and `e2` replace $Q^2/r^2$ by polynomials. The point $r=0$ is treated separately: Lean sets division by zero to zero, which is also the value of both polynomials there. For $r\ne0$ the factor $r^2$ cancels.

The main theorem assembles these results. The matching conditions come from `pseudo_matches 7`, the vanishing deficit from the alternative $c=7$, and the norms from the closed forms at $r=1$. The two inequalities then reduce to $1/5\ne13/90$ and $1/45\ne478/6435$.
